# Poisson-weighted satellite lines in the cumulant Green function of a level coupled to modes of a single frequency

The theorem `cumulant_satellites` concerns a level whose modes have the correlation function N g² exp(−iΩs), with real g and Ω, Ω ≠ 0, and N a natural number. Units have ħ = 1, and the energy of the uncoupled level is taken as zero. For t > 0 the cumulant Green function, without its prefactor −i, is then the exponential of the second-order cumulant −∫₀ᵗ (t − s) N g² exp(−iΩs) ds. The theorem says that this exponential, at every real t, is the sum over n = 0, 1, 2, … of the oscillations exp(−i(−N g²/Ω + nΩ)t), with Poisson weights of mean N g²/Ω². The proof takes the exponential series of (N g²/Ω²) exp(−iΩt), multiplies it by the factors that do not depend on n, and matches the result to the claim with `convert`, using the closed form of the cumulant proved before.

As first written in Lean, the proof fails:

```lean
import Mathlib

open Filter Topology

namespace CumulantSatellites

noncomputable section

/-- Second-order cumulant of the level: the time integral of `(t - s)` times the
correlation function `N g² exp(-iΩs)` of the modes, with a minus sign. -/
def cumulant (g Ω : ℝ) (N : ℕ) (t : ℝ) : ℂ :=
  -∫ s in (0 : ℝ)..t, ((t : ℂ) - s) * ((N : ℂ) * g ^ 2 * Complex.exp (-Complex.I * Ω * s))

/-- Cumulant Green function of the level, without the prefactor `-i`. -/
def cumulantGreen (g Ω : ℝ) (N : ℕ) (t : ℝ) : ℂ := Complex.exp (cumulant g Ω N t)

/-- The integrand of the cumulant is integrable on every finite time interval. -/
lemma cumulant_integrable (g Ω : ℝ) (N : ℕ) (t : ℝ) :
    IntervalIntegrable (fun s : ℝ => ((t : ℂ) - s) *
      ((N : ℂ) * g ^ 2 * Complex.exp (-Complex.I * Ω * s))) MeasureTheory.volume 0 t :=
  Continuous.intervalIntegrable (by fun_prop) _ _

/-- For `Ω ≠ 0`, the cumulant is an oscillating part plus a part linear in time. -/
theorem cumulant_eq (g : ℝ) {Ω : ℝ} (N : ℕ) (t : ℝ) (hΩ : Ω ≠ 0) :
    cumulant g Ω N t = N * g ^ 2 / Ω ^ 2 * (Complex.exp (-Complex.I * Ω * t) - 1)
      + Complex.I * (N * g ^ 2 / Ω) * t := by
  have hΩ' : (Ω : ℂ) ≠ 0 := by exact_mod_cast hΩ
  have hk : -Complex.I * Ω * (Complex.I / Ω) = 1 := by
    have h : -Complex.I * Ω * (Complex.I / Ω) = -(Complex.I * Complex.I) * (Ω / Ω) := by ring
    rw [h, Complex.I_mul_I, div_self hΩ']
    norm_num
  -- an explicit antiderivative of the integrand
  have hF : ∀ z : ℂ, HasDerivAt (fun z : ℂ => (N : ℂ) * g ^ 2 *
      (Complex.exp (-Complex.I * Ω * z) * (((t : ℂ) - z) * (Complex.I / Ω) + (Complex.I / Ω) ^ 2)))
      (((t : ℂ) - z) * ((N : ℂ) * g ^ 2 * Complex.exp (-Complex.I * Ω * z))) z := by
    intro z
    have h1 := ((hasDerivAt_id' z).const_mul (-Complex.I * (Ω : ℂ))).cexp
    have h2 := (((hasDerivAt_id' z).const_sub (t : ℂ)).mul_const
      (Complex.I / (Ω : ℂ))).add_const ((Complex.I / (Ω : ℂ)) ^ 2)
    refine ((h1.fun_mul h2).const_mul ((N : ℂ) * g ^ 2)).congr_deriv ?_
    linear_combination ((N : ℂ) * g ^ 2 * Complex.exp (-Complex.I * Ω * z) *
      ((t : ℂ) - z + Complex.I / Ω)) * hk
  have hc : (Complex.I / (Ω : ℂ)) ^ 2 = -1 / (Ω : ℂ) ^ 2 := by rw [div_pow, Complex.I_sq]
  rw [cumulant, intervalIntegral.integral_eq_sub_of_hasDerivAt
    (fun s _ => (hF s).comp_ofReal) (cumulant_integrable g Ω N t)]
  simp only [Complex.ofReal_zero, mul_zero, Complex.exp_zero]
  linear_combination (-((N : ℂ) * g ^ 2) * (Complex.exp (-Complex.I * Ω * t) - 1)) * hc

/-- For `Ω ≠ 0`, the cumulant Green function is a sum of lines at `-N g²/Ω + nΩ` with Poisson
weights of mean `N g²/Ω²`; the line `n = 0` has weight `exp(-N g²/Ω²)`. -/
theorem cumulant_satellites (g : ℝ) {Ω : ℝ} (N : ℕ) (t : ℝ) (hΩ : Ω ≠ 0) :
    HasSum (fun n : ℕ => Complex.exp (-(N * g ^ 2 / Ω ^ 2)) *
      ((N * g ^ 2 / Ω ^ 2) ^ n / (n.factorial : ℂ)) *
      Complex.exp (-Complex.I * (-(N * g ^ 2 / Ω) + n * Ω) * t)) (cumulantGreen g Ω N t) := by
  have h := NormedSpace.expSeries_div_hasSum_exp
    ((N : ℂ) * g ^ 2 / Ω ^ 2 * Complex.exp (-Complex.I * Ω * t))
  rw [← Complex.exp_eq_exp_ℂ] at h
  have h' := h.mul_left (Complex.exp (-((N : ℂ) * g ^ 2 / Ω ^ 2)) *
    Complex.exp (Complex.I * (N * g ^ 2 / Ω) * t))
  convert h' using 1
  · funext n
    -- the n-th power of the oscillation shifts the line by `nΩ`
    have e : Complex.exp (-Complex.I * (-(N * g ^ 2 / Ω) + n * Ω) * t) =
        Complex.exp (Complex.I * (N * g ^ 2 / Ω) * t) *
          Complex.exp (-Complex.I * Ω * t) ^ n := by
      rw [← Complex.exp_nat_mul, ← Complex.exp_add]
      congr 1
      ring
    rw [e, mul_pow]
    ring
  · rw [cumulantGreen, cumulant_eq g N t hΩ, ← Complex.exp_add, ← Complex.exp_add]
    congr 1
    ring

end

end CumulantSatellites
```

Lean reports:

```
Main.lean:61:4: error: Tactic `apply` failed: could not unify the conclusion of `@funext`
  ?f = ?g
with the goal
  Complex.instAddCommMonoid =
    Complex.instNonUnitalCommRing.toNonUnitalNonAssocCommRing.toNonUnitalNonAssocSemiring.toAddCommMonoid

Note: The full type of `@funext` is
  ∀ {α : Sort ?u.187} {β : α → Sort ?u.186} {f g : (x : α) → β x}, (∀ (x : α), f x = g x) → f = g

case e'_3
g Ω : ℝ
N : ℕ
t : ℝ
hΩ : Ω ≠ 0
h :
  HasSum (fun n => (↑N * ↑g ^ 2 / ↑Ω ^ 2 * Complex.exp (-Complex.I * ↑Ω * ↑t)) ^ n / ↑n.factorial)
    (Complex.exp (↑N * ↑g ^ 2 / ↑Ω ^ 2 * Complex.exp (-Complex.I * ↑Ω * ↑t)))
h' :
  HasSum
    (fun i =>
      Complex.exp (-(↑N * ↑g ^ 2 / ↑Ω ^ 2)) * Complex.exp (Complex.I * (↑N * ↑g ^ 2 / ↑Ω) * ↑t) *
        ((↑N * ↑g ^ 2 / ↑Ω ^ 2 * Complex.exp (-Complex.I * ↑Ω * ↑t)) ^ i / ↑i.factorial))
    (Complex.exp (-(↑N * ↑g ^ 2 / ↑Ω ^ 2)) * Complex.exp (Complex.I * (↑N * ↑g ^ 2 / ↑Ω) * ↑t) *
      Complex.exp (↑N * ↑g ^ 2 / ↑Ω ^ 2 * Complex.exp (-Complex.I * ↑Ω * ↑t)))
⊢ Complex.instAddCommMonoid =
    Complex.instNonUnitalCommRing.toNonUnitalNonAssocCommRing.toNonUnitalNonAssocSemiring.toAddCommMonoid
Main.lean:71:8: error: Failed to rewrite using equation theorems for `cumulantGreen`
Main.lean:54:92: error: unsolved goals
case e'_6
g Ω : ℝ
N : ℕ
t : ℝ
hΩ : Ω ≠ 0
h :
  HasSum (fun n => (↑N * ↑g ^ 2 / ↑Ω ^ 2 * Complex.exp (-Complex.I * ↑Ω * ↑t)) ^ n / ↑n.factorial)
    (Complex.exp (↑N * ↑g ^ 2 / ↑Ω ^ 2 * Complex.exp (-Complex.I * ↑Ω * ↑t)))
h' :
  HasSum
    (fun i =>
      Complex.exp (-(↑N * ↑g ^ 2 / ↑Ω ^ 2)) * Complex.exp (Complex.I * (↑N * ↑g ^ 2 / ↑Ω) * ↑t) *
        ((↑N * ↑g ^ 2 / ↑Ω ^ 2 * Complex.exp (-Complex.I * ↑Ω * ↑t)) ^ i / ↑i.factorial))
    (Complex.exp (-(↑N * ↑g ^ 2 / ↑Ω ^ 2)) * Complex.exp (Complex.I * (↑N * ↑g ^ 2 / ↑Ω) * ↑t) *
      Complex.exp (↑N * ↑g ^ 2 / ↑Ω ^ 2 * Complex.exp (-Complex.I * ↑Ω * ↑t)))
⊢ cumulantGreen g Ω N t =
    Complex.exp (-(↑N * ↑g ^ 2 / ↑Ω ^ 2)) * Complex.exp (Complex.I * (↑N * ↑g ^ 2 / ↑Ω) * ↑t) *
      Complex.exp (↑N * ↑g ^ 2 / ↑Ω ^ 2 * Complex.exp (-Complex.I * ↑Ω * ↑t))
```

Cause. The proof expects two goals after `convert h' using 1`: that the terms of the two series agree, and that their sums agree. `convert` leaves a third goal, which comes first: the additive structure on the complex numbers in the claim, `Complex.instAddCommMonoid`, must equal the one in `h'`, which is reached through the ring structure. The two are equal by definition, but `convert` unfolds too little in its own checks to see this.

So each bullet meets the wrong goal. The first applies `funext` to the equation between the two structures, which is not an equation between functions, and fails. The second gets the equation between the terms, where `cumulantGreen` does not occur, so `rw` cannot unfold it. The equation between the sums is left without a bullet, and Lean reports it as unsolved.

The added line `· rfl` closes the first goal, because `rfl` unfolds the definitions further and finds the two structures equal. The two old bullets then meet the goals they were written for, and they prove them unchanged.

As a diff, the version that Lean accepts:

```diff
@@ -59,4 +59,5 @@
     Complex.exp (Complex.I * (N * g ^ 2 / Ω) * t))
   convert h' using 1
+  · rfl
   · funext n
     -- the n-th power of the oscillation shifts the line by `nΩ`
```
